# The first energy moment of a one-particle response as a double commutator

Let \(H\) be a matrix on a finite set of sites, with real energies \(E_n\) and a complete orthonormal set of eigenvectors \(|n\rangle\). For every eigenstate \(g\) and all operators \(A\), \(B\),

\[
\sum_n (E_n-E_g)\bigl(\langle g|A^\dagger|n\rangle\langle n|B|g\rangle+\langle g|B|n\rangle\langle n|A^\dagger|g\rangle\bigr)=\langle g|[A^\dagger,[H,B]]|g\rangle .
\]

If \(A\) and \(B\) are diagonal with entries \(a_x\), \(b_x\), the double commutator has entries \(-(a_x^*-a_y^*)(b_x-b_y)H_{xy}\). A local potential therefore drops out of this operator, though not out of the state \(g\), for all such \(A\) and \(B\), while a nonlocal one changes it for some of them. For diagonal \(A\), \(B\), such as site densities, the moment sets the \(1/\omega^2\) high-frequency tail of the independent-particle polarizability used in GW, here for one particle on finitely many sites.

## From energy differences to commutators

Let \(U\) be the square matrix whose columns are the eigenvectors. Orthonormality says \(U^\dagger U=1\), hence \(UU^\dagger=1\), which is \(\sum_n|n\rangle\langle n|=1\). For any vector \(w\),

\[
\langle g|H|w\rangle=\sum_n\langle g|H|n\rangle\langle n|w\rangle=\sum_n E_n\,\delta_{gn}\langle n|w\rangle=E_g\langle g|w\rangle .
\]

With \(H\) acting to the left on \(\langle m|\) and to the right on \(|n\rangle\),

\[
\langle m|[H,B]|n\rangle=(E_m-E_n)\langle m|B|n\rangle .
\]

Thus \((E_n-E_g)\langle n|B|g\rangle=\langle n|[H,B]|g\rangle\), while \((E_n-E_g)\langle g|B|n\rangle=-\langle g|[H,B]|n\rangle\). Summing over \(n\) leaves

\[
\langle g|A^\dagger[H,B]|g\rangle-\langle g|[H,B]A^\dagger|g\rangle=\langle g|[A^\dagger,[H,B]]|g\rangle .
\]

For diagonal operators, \([H,B]_{xy}=-(b_x-b_y)H_{xy}\), and the outer commutator multiplies this by \(a_x^*-a_y^*\).

The same insertion of states, without the energy weight and with a minus sign between the two orderings, gives \(\langle g|[A^\dagger,B]|g\rangle\), which vanishes for diagonal \(A\), \(B\).

Orthogonality matters. Take the non-Hermitian matrix \(H=\begin{pmatrix}0&1\\0&1\end{pmatrix}\), with normalised eigenvectors \((1,0)\) and \((1,1)/\sqrt2\) and energies 0 and 1. For \(A=B=\mathrm{diag}(1,0)\) and \(g\) the first state, the sum is \(\tfrac12+\tfrac12=1\), but the double commutator has expectation value 0.

## Operators and eigenstates in Lean

```lean
import Mathlib

open Matrix

namespace PolarizabilityFirstMoment

noncomputable section

variable {X : Type*} [Fintype X] [DecidableEq X]
```

The type `X` labels the sites. States are functions `X → ℂ`, and `amp` conjugates its left argument.

```lean
/-- The matrix element `⟨φ|A|χ⟩` of an operator on a finite set of sites. -/
def amp (φ : X → ℂ) (A : Matrix X X ℂ) (χ : X → ℂ) : ℂ :=
  star φ ⬝ᵥ (A *ᵥ χ)

/-- The commutator `[A, B]`. -/
def comm (A B : Matrix X X ℂ) : Matrix X X ℂ := A * B - B * A
```

The eigenstates are also labelled by `X`, which makes them as many as the sites: `ψ n x` is the amplitude of state `n` at site `x`. Hermiticity of \(H\) is not a field of the structure.

```lean
/-- The states `ψ n` are orthonormal, as many as there are sites, and are eigenstates
of `H` with real energies `E n`. -/
structure IsEigenbasis (H : Matrix X X ℂ) (E : X → ℝ) (ψ : X → X → ℂ) : Prop where
  orthonormal : ∀ m n, star (ψ m) ⬝ᵥ ψ n = if m = n then 1 else 0
  eigen : ∀ n, H *ᵥ ψ n = (E n : ℂ) • ψ n
```

In the moment, `g` may be any eigenstate, not only the lowest.

```lean
/-- The first energy moment of the response of state `g` to the pair `A`, `B`: both time
orderings, weighted by the excitation energies. -/
def firstMoment (E : X → ℝ) (ψ : X → X → ℂ) (g : X) (A B : Matrix X X ℂ) : ℂ :=
  ∑ n, ((E n : ℂ) - E g) *
    (amp (ψ g) Aᴴ (ψ n) * amp (ψ n) B (ψ g) + amp (ψ g) B (ψ n) * amp (ψ n) Aᴴ (ψ g))
```

## Completeness and Hermiticity

The first lemma turns \(U^\dagger U=1\) into \(UU^\dagger=1\) and places the product between a row and a column. The second inserts the eigenstates to the right of \(\langle g|H\), as above.

```lean
/-- Resolution of the identity: inserting all eigenstates into a product of a row vector
and a column vector leaves it unchanged. -/
theorem IsEigenbasis.resolution {H : Matrix X X ℂ} {E : X → ℝ} {ψ : X → X → ℂ}
    (h : IsEigenbasis H E ψ) (u w : X → ℂ) :
    ∑ n, (u ⬝ᵥ ψ n) * (star (ψ n) ⬝ᵥ w) = u ⬝ᵥ w := by
  -- the matrix whose columns are the eigenstates is unitary
  let U : Matrix X X ℂ := Matrix.of fun x n => ψ n x
  have h1 : Uᴴ * U = 1 := by
    ext m n
    rw [Matrix.one_apply]
    exact h.orthonormal m n
  have h2 : U * Uᴴ = 1 := mul_eq_one_comm.mp h1
  calc ∑ n, (u ⬝ᵥ ψ n) * (star (ψ n) ⬝ᵥ w) = (u ᵥ* U) ⬝ᵥ (Uᴴ *ᵥ w) := rfl
    _ = u ⬝ᵥ w := by
      rw [← Matrix.dotProduct_mulVec, Matrix.mulVec_mulVec, h2, Matrix.one_mulVec]

/-- The eigenvalue equation for bras: `⟨g|H = E_g ⟨g|`. -/
theorem IsEigenbasis.bra {H : Matrix X X ℂ} {E : X → ℝ} {ψ : X → X → ℂ}
    (h : IsEigenbasis H E ψ) (g : X) (w : X → ℂ) :
    star (ψ g) ⬝ᵥ (H *ᵥ w) = (E g : ℂ) * (star (ψ g) ⬝ᵥ w) := by
  rw [Matrix.dotProduct_mulVec, ← h.resolution (star (ψ g) ᵥ* H) w]
  simp only [← Matrix.dotProduct_mulVec, h.eigen, dotProduct_smul, h.orthonormal,
    smul_eq_mul, mul_ite, mul_one, mul_zero, ite_mul, zero_mul, Finset.sum_ite_eq,
    Finset.mem_univ, if_true]
```

Such a basis exists exactly when \(H\) is Hermitian. One direction is the spectral theorem. For the other, completeness gives \(H_{xy}=\sum_n E_n\psi_n(x)\psi_n(y)^*\), whose conjugate transpose is itself because the energies are real.

```lean
/-- A matrix has an orthonormal eigenbasis with real energies exactly when it is
Hermitian. -/
theorem isHermitian_iff_exists_eigenbasis (H : Matrix X X ℂ) :
    H.IsHermitian ↔ ∃ E ψ, IsEigenbasis H E ψ := by
  constructor
  · intro hH
    refine ⟨hH.eigenvalues, fun n => (hH.eigenvectorBasis n).ofLp, ?_, ?_⟩
    · intro m n
      have e := orthonormal_iff_ite.mp hH.eigenvectorBasis.orthonormal m n
      rw [EuclideanSpace.inner_eq_star_dotProduct, dotProduct_comm] at e
      exact e
    · intro n
      refine (hH.mulVec_eigenvectorBasis n).trans ?_
      ext x
      simp
  · rintro ⟨E, ψ, h⟩
    -- spectral form of the matrix entries
    have key : ∀ x y, H x y = ∑ n, (E n : ℂ) * (ψ n x * starRingEnd ℂ (ψ n y)) := by
      intro x y
      have e := h.resolution (Pi.single x 1) (H *ᵥ Pi.single y 1)
      simp only [h.bra] at e
      simp at e
      rw [← e]
      exact Finset.sum_congr rfl fun n _ => by ring
    ext x y
    rw [Matrix.conjTranspose_apply, key y x, key x y, star_sum]
    refine Finset.sum_congr rfl fun n _ => ?_
    simp only [RCLike.star_def, map_mul, Complex.conj_conj, Complex.conj_ofReal]
    ring
```

## The double commutator

```lean
/-- An energy difference times a matrix element of `B` is the matrix element of
`[H, B]`. -/
theorem IsEigenbasis.energy_mul_amp {H : Matrix X X ℂ} {E : X → ℝ} {ψ : X → X → ℂ}
    (h : IsEigenbasis H E ψ) (B : Matrix X X ℂ) (m n : X) :
    ((E m : ℂ) - E n) * amp (ψ m) B (ψ n) = amp (ψ m) (comm H B) (ψ n) := by
  unfold amp comm
  rw [Matrix.sub_mulVec, dotProduct_sub, ← Matrix.mulVec_mulVec, ← Matrix.mulVec_mulVec,
    h.bra, h.eigen, Matrix.mulVec_smul, dotProduct_smul, smul_eq_mul]
  ring
```

In the main proof, `closure` performs the sum over intermediate states and `split` expands the outer commutator. The two sides are then compared term by term, using the preceding lemma once for each ordering.

```lean
/-- The first moment of the response is the expectation value of the double commutator
`[A†, [H, B]]`, for arbitrary operators `A` and `B`. -/
theorem firstMoment_eq_double_commutator {H : Matrix X X ℂ} {E : X → ℝ} {ψ : X → X → ℂ}
    (h : IsEigenbasis H E ψ) (g : X) (A B : Matrix X X ℂ) :
    firstMoment E ψ g A B = amp (ψ g) (comm Aᴴ (comm H B)) (ψ g) := by
  -- sum over intermediate states
  have closure : ∀ C D : Matrix X X ℂ,
      ∑ n, amp (ψ g) C (ψ n) * amp (ψ n) D (ψ g) = amp (ψ g) (C * D) (ψ g) := by
    intro C D
    have e := h.resolution (star (ψ g) ᵥ* C) (D *ᵥ ψ g)
    simp only [← Matrix.dotProduct_mulVec, Matrix.mulVec_mulVec] at e
    exact e
  have split : amp (ψ g) (comm Aᴴ (comm H B)) (ψ g)
      = amp (ψ g) (Aᴴ * comm H B) (ψ g) - amp (ψ g) (comm H B * Aᴴ) (ψ g) := by
    rw [comm, amp, Matrix.sub_mulVec, dotProduct_sub]
    rfl
  rw [split, ← closure, ← closure, ← Finset.sum_sub_distrib, firstMoment]
  refine Finset.sum_congr rfl fun n _ => ?_
  -- the two time orderings carry opposite energy differences
  rw [← h.energy_mul_amp B n g, ← h.energy_mul_amp B g n]
  ring
```

## Diagonal operators and local potentials

The entry formula, put into the expectation value, gives a double sum over sites. Its terms with \(x=y\) vanish.

```lean
/-- Site entries of the double commutator for diagonal operators with entries `a`, `b`. -/
theorem double_commutator_apply (H : Matrix X X ℂ) (a b : X → ℂ) (x y : X) :
    comm (diagonal a)ᴴ (comm H (diagonal b)) x y
      = -(star (a x) - star (a y)) * (b x - b y) * H x y := by
  simp only [comm, Matrix.diagonal_conjTranspose, Matrix.sub_apply, Matrix.diagonal_mul,
    Matrix.mul_diagonal, Pi.star_apply]
  ring

/-- The first moment of the response to diagonal operators is a sum over pairs of sites,
each weighted by the matrix element of `H` that connects them. -/
theorem firstMoment_diagonal {H : Matrix X X ℂ} {E : X → ℝ} {ψ : X → X → ℂ}
    (h : IsEigenbasis H E ψ) (g : X) (a b : X → ℂ) :
    firstMoment E ψ g (diagonal a) (diagonal b)
      = ∑ x, ∑ y, star (ψ g x) *
          (-(star (a x) - star (a y)) * (b x - b y) * H x y) * ψ g y := by
  rw [firstMoment_eq_double_commutator h]
  simp only [amp, dotProduct, Matrix.mulVec, Pi.star_apply, double_commutator_apply,
    Finset.mul_sum]
  exact Finset.sum_congr rfl fun x _ => Finset.sum_congr rfl fun y _ => by ring
```

The next theorem compares \(H+V\) with \(H\). If \(V\) is diagonal, the factor \(b_x-b_y\) removes it. Conversely, taking both \(A\) and \(B\) to be the occupation of site \(x\) isolates \(-V_{xy}\) for each \(y\ne x\), so invariance forces it to vanish. This concerns the operator: a local potential can still change the moment through the eigenstate in which the expectation value is taken.

```lean
/-- Adding a potential `V` to `H` leaves the double commutator unchanged for all diagonal
operators exactly when `V` is local, that is, diagonal in the sites. -/
theorem double_commutator_unchanged_iff_local (H V : Matrix X X ℂ) :
    (∀ a b : X → ℂ, comm (diagonal a)ᴴ (comm (H + V) (diagonal b))
      = comm (diagonal a)ᴴ (comm H (diagonal b))) ↔ ∀ x y, x ≠ y → V x y = 0 := by
  constructor
  · intro h x y hxy
    -- probe with the occupation of site x
    have e := congrFun (congrFun (h (Pi.single x 1) (Pi.single x 1)) x) y
    rw [double_commutator_apply, double_commutator_apply] at e
    simp only [Pi.single_eq_same, Pi.single_eq_of_ne hxy.symm, star_one, star_zero,
      Matrix.add_apply] at e
    linear_combination -e
  · intro hV a b
    ext x y
    rw [double_commutator_apply, double_commutator_apply]
    by_cases hxy : x = y
    · subst hxy
      ring
    · rw [Matrix.add_apply, hV x y hxy, add_zero]
```

## Two sites

For hopping \(-t\), the even and odd modes have energies \(-t\) and \(t\). Their common amplitude \((1+i)/2\) has squared modulus \(\tfrac12\), so both are normalised.

```lean
/-- Two sites joined by a hopping amplitude `-t`. -/
def dimer (t : ℝ) : Matrix (Fin 2) (Fin 2) ℂ := !![0, -(t : ℂ); -(t : ℂ), 0]

/-- The complex number `(1 + i)/2`. -/
def dimerAmp : ℂ := ⟨1 / 2, 1 / 2⟩

/-- The even and the odd combination of the two sites. -/
def dimerModes : Fin 2 → Fin 2 → ℂ := ![![dimerAmp, dimerAmp], ![dimerAmp, -dimerAmp]]
```

For the occupation of one site, the matrix element between the modes is \(\tfrac12\) and the energy difference is \(2t\), so the moment in the even mode is \(2t(\tfrac14+\tfrac14)=t\). The proof checks the eigenbasis entry by entry and evaluates the double sum over sites.

```lean
/-- The even and odd modes are an eigenbasis of the dimer with energies `-t` and `t`, and
the first moment for the occupation of one site, taken in the even mode, is `t`. -/
theorem dimer_witness (t : ℝ) :
    IsEigenbasis (dimer t) ![-t, t] dimerModes ∧
      firstMoment ![-t, t] dimerModes 0 (diagonal ![1, 0]) (diagonal ![1, 0]) = t := by
  have hc : starRingEnd ℂ dimerAmp * dimerAmp + starRingEnd ℂ dimerAmp * dimerAmp = 1 := by
    apply Complex.ext <;> simp [dimerAmp]
    norm_num
  have h : IsEigenbasis (dimer t) ![-t, t] dimerModes := by
    constructor
    · intro m n
      fin_cases m <;> fin_cases n <;>
        simp [dimerModes, dotProduct, Fin.sum_univ_two] <;> linear_combination hc
    · intro n
      ext i
      fin_cases n <;> fin_cases i <;>
        simp [dimer, dimerModes, Matrix.mulVec, dotProduct, Fin.sum_univ_two]
  refine ⟨h, ?_⟩
  rw [firstMoment_diagonal h]
  simp [dimer, dimerModes, Fin.sum_univ_two]
  linear_combination (t : ℂ) * hc

end

end PolarizabilityFirstMoment
```

```lean
#print axioms PolarizabilityFirstMoment.isHermitian_iff_exists_eigenbasis
#print axioms PolarizabilityFirstMoment.firstMoment_eq_double_commutator
#print axioms PolarizabilityFirstMoment.firstMoment_diagonal
#print axioms PolarizabilityFirstMoment.double_commutator_unchanged_iff_local
```

```
'PolarizabilityFirstMoment.isHermitian_iff_exists_eigenbasis' depends on axioms: [propext, Classical.choice, Quot.sound]
'PolarizabilityFirstMoment.firstMoment_eq_double_commutator' depends on axioms: [propext, Classical.choice, Quot.sound]
'PolarizabilityFirstMoment.firstMoment_diagonal' depends on axioms: [propext, Classical.choice, Quot.sound]
'PolarizabilityFirstMoment.double_commutator_unchanged_iff_local' depends on axioms: [propext, Classical.choice, Quot.sound]
```
